# Ordered energies of a Hamiltonian in a finite non-orthogonal basis do not depend on the choice of diagonalising orbitals

Let `H` and `S` be complex n × n matrices, read as the Hamiltonian and the overlap matrix of a finite basis that need not be orthonormal. A nondecreasing real list `ε` counts as the band energies if some coefficient matrix `C` satisfies `Cᴴ * S * C = 1` and makes `Cᴴ * H * C` diagonal with entries `ε`; `bandEnergies_unique` states that any two such lists are equal, degeneracies included. The proof takes the overlap `W` between the two sets of orbitals, shows that it is invertible and that it intertwines the two diagonal energy matrices. A non-zero term of det `W` then gives a permutation `σ` with `η = ε ∘ σ`, and since both lists are sorted, they coincide.

The failing Lean file:

```lean
import Mathlib

open Matrix
open scoped ComplexOrder

namespace BandEnergiesUnique

variable {n : ℕ}

/-- The list `ε` holds the ordered band energies of the pair `(H, S)`: it is nondecreasing, and
some coefficient matrix `C` is orthonormal with respect to the overlap `S` and brings `H` to the
diagonal form with entries `ε`. -/
def IsBandEnergies (H S : Matrix (Fin n) (Fin n) ℂ) (ε : Fin n → ℝ) : Prop :=
  Monotone ε ∧ ∃ C : Matrix (Fin n) (Fin n) ℂ,
    Cᴴ * S * C = 1 ∧ Cᴴ * H * C = diagonal (fun i => (ε i : ℂ))

/-- Orbitals that are orthonormal with respect to the overlap resolve its inverse. -/
theorem overlap_mul_resolution {S C : Matrix (Fin n) (Fin n) ℂ} (hC : Cᴴ * S * C = 1) :
    C * Cᴴ * S = 1 ∧ S * (C * Cᴴ) = 1 := by
  have h : C * Cᴴ * S = 1 := by
    rw [Matrix.mul_assoc]
    exact mul_eq_one_comm.mp hC
  exact ⟨h, mul_eq_one_comm.mp h⟩

/-- The ordered band energies of a pair `(H, S)` are unique. -/
theorem bandEnergies_unique {H S : Matrix (Fin n) (Fin n) ℂ} {ε η : Fin n → ℝ}
    (hε : IsBandEnergies H S ε) (hη : IsBandEnergies H S η) : ε = η := by
  obtain ⟨mε, C, hC, hD⟩ := hε
  obtain ⟨mη, B, hB, hE⟩ := hη
  -- the overlap `W` of the two sets of orbitals is invertible and intertwines the energies
  have hW : Cᴴ * S * B * (Bᴴ * S * C) = 1 := by
    calc Cᴴ * S * B * (Bᴴ * S * C) = Cᴴ * S * (B * Bᴴ * S) * C := by
          simp only [Matrix.mul_assoc]
      _ = 1 := by rw [(overlap_mul_resolution hB).1, Matrix.mul_one, hC]
  have hI : diagonal (fun i => (ε i : ℂ)) * (Cᴴ * S * B) =
      Cᴴ * S * B * diagonal (fun i => (η i : ℂ)) := by
    rw [← hD, ← hE]
    calc Cᴴ * H * C * (Cᴴ * S * B) = Cᴴ * H * (C * Cᴴ * S) * B := by
          simp only [Matrix.mul_assoc]
      _ = Cᴴ * (S * (B * Bᴴ)) * H * B := by
          rw [(overlap_mul_resolution hC).1, (overlap_mul_resolution hB).2,
            Matrix.mul_one, Matrix.mul_one]
      _ = Cᴴ * S * B * (Bᴴ * H * B) := by simp only [Matrix.mul_assoc]
  generalize Cᴴ * S * B = W at hW hI
  have hdet : W.det ≠ 0 := by
    intro h0
    have h := congrArg Matrix.det hW
    rw [det_mul, h0, zero_mul, det_one] at h
    exact zero_ne_one h
  -- a non-zero term of the determinant matches the two lists of energies
  rw [det_apply] at hdet
  obtain ⟨σ, -, hσ⟩ := Finset.exists_ne_zero_of_sum_ne_zero hdet
  have h : η = ε ∘ σ := by
    funext i
    have hw : W (σ i) i ≠ 0 := fun h0 =>
      hσ (by rw [Finset.prod_eq_zero (Finset.mem_univ i) h0, smul_zero])
    have e := congrFun (congrFun hI (σ i)) i
    rw [diagonal_mul, mul_diagonal, mul_comm] at e
    exact Complex.ofReal_injective (mul_left_cancel₀ hw e).symm
  have hm : Monotone (ε ∘ σ) := by
    rw [← h]
    exact mη
  exact (h.trans (Tuple.unique_monotone (f := ε) (σ := σ) (τ := Equiv.refl _) hm mε)).symm

end BandEnergiesUnique
```

Compiling this gives:

```
Main.lean:56:17: error: Tactic `rewrite` failed: Did not find an occurrence of the pattern
  ∏ j, W (σ i) j
in the target expression
  Equiv.Perm.sign σ • ∏ i, W (σ i) i = 0

n : ℕ
H S : Matrix (Fin n) (Fin n) ℂ
ε η : Fin n → ℝ
mε : Monotone ε
C : Matrix (Fin n) (Fin n) ℂ
hC : Cᴴ * S * C = 1
hD : Cᴴ * H * C = diagonal fun i => ↑(ε i)
mη : Monotone η
B : Matrix (Fin n) (Fin n) ℂ
hB : Bᴴ * S * B = 1
hE : Bᴴ * H * B = diagonal fun i => ↑(η i)
W : Matrix (Fin n) (Fin n) ℂ
hW : W * (Bᴴ * S * C) = 1
hI : (diagonal fun i => ↑(ε i)) * W = W * diagonal fun i => ↑(η i)
hdet : ∑ σ, Equiv.Perm.sign σ • ∏ i, W (σ i) i ≠ 0
σ : Equiv.Perm (Fin n)
hσ : Equiv.Perm.sign σ • ∏ i, W (σ i) i ≠ 0
i : Fin n
h0 : W (σ i) i = 0
⊢ Equiv.Perm.sign σ • ∏ i, W (σ i) i = 0

Note: The target expression is not type-correct under the `implicit` transparency level, which may have triggered the failure. This is usually caused by unfolding of semireducible definitions in prior tactic steps. Use `set_option linter.tacticCheckInstances true` to investigate the source of the issue.
Full error:
  function expected
    W (σ i)
```

This version goes through:

```diff
@@ -53,6 +53,8 @@
   have h : η = ε ∘ σ := by
     funext i
-    have hw : W (σ i) i ≠ 0 := fun h0 =>
-      hσ (by rw [Finset.prod_eq_zero (Finset.mem_univ i) h0, smul_zero])
+    have hw : W (σ i) i ≠ 0 := by
+      intro h0
+      have hz : ∏ j, W (σ j) j = 0 := Finset.prod_eq_zero (Finset.mem_univ i) h0
+      exact hσ ((congrArg (fun z : ℂ => Equiv.Perm.sign σ • z) hz).trans (smul_zero _))
     have e := congrFun (congrFun hI (σ i)) i
     rw [diagonal_mul, mul_diagonal, mul_comm] at e
```

What went wrong. The one error is in the proof that `W (σ i) i` is non-zero. `Finset.prod_eq_zero` has to work out which function is being multiplied, and inside `rw` it had only `h0 : W (σ i) i = 0` to go by. Lean read the factor as `W (σ i) j`, with the row fixed at `σ i`, so the pattern became a product along one row. The goal contains the determinant term, where the row `σ j` changes with `j`, and no match was found.

The repair states the intended product in `hz`. The factor is now fixed by that statement, and `h0` is exactly its vanishing at `i`.

The message also notes that the target is not type-correct at `implicit` transparency, because `W (σ i)` is not seen as a function there, and that this may have triggered the failure. The wrong pattern is enough to explain the error. The repair also replaces `rw` with `congrArg` and `smul_zero`, which carry `hz` through the sign factor without searching the goal for a pattern; the messages do not show whether `rw [hz, smul_zero]` would have worked.
